# At a local maximum of u · F + ε|x − p|², with F a C² vector field, the second derivative of u · F along each Cartesian axis is at most −2ε

Let F be a vector field on three-dimensional space, twice continuously differentiable at a point q, and let u be a fixed vector, p a fixed point and ε a real number. The theorem `second_deriv_le` says that if u · F(x) + ε|x − p|² has a local maximum at q, then u · ∂ᵢ²F(q) + 2ε ≤ 0 for each Cartesian axis i. The vector u need not have unit length, ε may have either sign, and F is not assumed to satisfy any field equation. The proof restricts the function to the line `L t = q + t • axis i` and computes its first two derivatives there. If the second were positive at t = 0, the point would be a local minimum as well as a local maximum, so the function would be constant near it and its second derivative zero, a contradiction.

This version doesn't compile in Lean 4 with Mathlib:

```lean
import Mathlib

open Filter Topology Metric

namespace SecondDerivLe

noncomputable section

/-- Physical space with the Euclidean norm. -/
abbrev Space := EuclideanSpace ℝ (Fin 3)

/-- The unit vector along the `i`-th Cartesian axis. -/
def axis (i : Fin 3) : Space := EuclideanSpace.single i 1

/-- The derivative of a C² field is differentiable. -/
theorem hasFDerivAt_fderiv {F : Space → Space} {x : Space} (hF : ContDiffAt ℝ 2 F x) :
    HasFDerivAt (fderiv ℝ F) (fderiv ℝ (fderiv ℝ F) x) x :=
  ((hF.fderiv_right (m := 1) (by norm_num)).differentiableAt (by norm_num)).hasFDerivAt

variable {U : Set Space} {F : Space → Space} {p : Space}

/-- At a local maximum of `u · F + ε ‖x - p‖²`, with `F` of class C², the second derivative of
`u · F` along each axis is at most `-2ε`. -/
theorem second_deriv_le {q u : Space} {ε : ℝ} (hF : ContDiffAt ℝ 2 F q)
    (h : IsLocalMax (fun x => inner ℝ u (F x) + ε * ‖x - p‖ ^ 2) q) (i : Fin 3) :
    inner ℝ u (fderiv ℝ (fderiv ℝ F) q (axis i) (axis i)) + 2 * ε ≤ 0 := by
  let L : ℝ → Space := fun t => q + t • axis i
  have h0 : L 0 = q := by simp [L]
  have hL : ∀ t, HasDerivAt L (axis i) t := fun t => by
    simpa using ((hasDerivAt_id' t).smul_const (axis i)).const_add q
  have hl : Tendsto L (𝓝 0) (𝓝 q) := by
    have hc := (hL 0).continuousAt.tendsto
    rwa [h0] at hc
  have hi : ∀ {G : ℝ → Space} {G' : Space} {t : ℝ}, HasDerivAt G G' t → ∀ v : Space,
      HasDerivAt (fun s => inner ℝ v (G s)) (inner ℝ v G') t :=
    fun hG v => (innerSL ℝ v).hasFDerivAt.comp_hasDerivAt _ hG
  let φ : ℝ → ℝ := fun t => inner ℝ u (F (L t)) + ε * ‖L t - p‖ ^ 2
  let ψ : ℝ → ℝ := fun t =>
    inner ℝ u (fderiv ℝ F (L t) (axis i)) + ε * (2 * inner ℝ (axis i) (L t - p))
  have hmax : IsLocalMax φ 0 := by
    have h' : ∀ᶠ x in 𝓝 q, inner ℝ u (F x) + ε * ‖x - p‖ ^ 2
        ≤ inner ℝ u (F q) + ε * ‖q - p‖ ^ 2 := h
    filter_upwards [hl.eventually h'] with t ht
    change _ ≤ inner ℝ u (F (L 0)) + ε * ‖L 0 - p‖ ^ 2
    rw [h0]
    exact ht
  have hd : ∀ᶠ t in 𝓝 (0 : ℝ), HasDerivAt φ (ψ t) t := by
    filter_upwards [hl.eventually (hF.eventually (by simp))] with t ht
    have h1 := (ht.differentiableAt (by norm_num)).hasFDerivAt.comp_hasDerivAt t (hL t)
    have h2 := ((hL t).sub_const p).norm_sq.const_mul ε
    exact ((hi h1 u).fun_add h2).congr_deriv (congrArg
      (fun z => inner ℝ u (fderiv ℝ F (L t) (axis i)) + ε * (2 * z)) (real_inner_comm _ _))
  have hψ : HasDerivAt ψ (inner ℝ u (fderiv ℝ (fderiv ℝ F) q (axis i) (axis i)) + 2 * ε) 0 := by
    have hD : HasFDerivAt (fderiv ℝ F) (fderiv ℝ (fderiv ℝ F) q) (L 0) := by
      rw [h0]
      exact hasFDerivAt_fderiv hF
    have h1 : HasDerivAt (fun t => fderiv ℝ F (L t) (axis i))
        (fderiv ℝ (fderiv ℝ F) q (axis i) (axis i)) 0 :=
      (ContinuousLinearMap.apply ℝ Space (axis i)).hasFDerivAt.comp_hasDerivAt 0
        (hD.comp_hasDerivAt 0 (hL 0))
    have h2 := ((hi ((hL 0).sub_const p) (axis i)).const_mul 2).const_mul ε
    have he : ‖axis i‖ = 1 := by simp [axis]
    exact ((hi h1 u).fun_add h2).congr_deriv (by rw [real_inner_self_eq_norm_sq, he]; ring)
  have hφ : deriv φ =ᶠ[𝓝 0] ψ := hd.mono fun t ht => ht.deriv
  -- a positive second derivative would make `φ` locally constant
  by_contra hneg
  have hpos : 0 < deriv (deriv φ) 0 := by
    rw [hφ.deriv_eq, hψ.deriv]
    exact not_le.1 hneg
  have hmin := isLocalMin_of_deriv_deriv_pos hpos hmax.deriv_eq_zero hd.self_of_nhds.continuousAt
  have he : φ =ᶠ[𝓝 0] fun _ => φ 0 := by
    filter_upwards [hmax, hmin] with t h1 h2 using le_antisymm h1 h2
  exact hpos.ne' (by rw [he.deriv.deriv_eq]; simp)

end

end SecondDerivLe
```

The compiler's answer:

```
Main.lean:30:4: error: Type mismatch: After simplification, term
  HasDerivAt.const_add q (HasDerivAt.smul_const (hasDerivAt_id' t) (axis i))
 has type
  HasDerivAt (fun x => x • axis i) (axis i) t
but is expected to have type
  HasDerivAt L (axis i) t
```

After these edits no error is left:

```diff
@@ -27,6 +27,6 @@
   let L : ℝ → Space := fun t => q + t • axis i
   have h0 : L 0 = q := by simp [L]
-  have hL : ∀ t, HasDerivAt L (axis i) t := fun t => by
-    simpa using ((hasDerivAt_id' t).smul_const (axis i)).const_add q
+  have hL : ∀ t, HasDerivAt L (axis i) t := fun t =>
+    (((hasDerivAt_id' t).smul_const (axis i)).const_add q).congr_deriv (one_smul ℝ (axis i))
   have hl : Tendsto L (𝓝 0) (𝓝 q) := by
     have hc := (hL 0).continuousAt.tendsto
```

The error is in `hL`, which says that the line `L` has derivative `axis i` at every `t`. The term given to `simpa` proves this for `fun x => q + x • axis i`, with the derivative in the form `1 • axis i`. `simpa` simplifies both the term's type and the goal. In the term's type it turned `1 • axis i` into `axis i`, as intended, but it also dropped the constant `q`, since adding a constant does not change a derivative. In the goal the function appears only as the local definition `L`, which `simp` does not unfold unless told to, so the `q` inside it stayed. The two sides were then about different functions, `x • axis i` and `q + x • axis i`, and unfolding `L` could not make them agree.

The repair does without `simp`. `congr_deriv` changes only the derivative, using `one_smul` to replace `1 • axis i` by `axis i`, and leaves the function as it is. That function is `L` by definition, so Lean accepts the term.
